# A drift function bounds the truncated mean hitting times of a finite Markov chain and makes them converge

The hitting time enters here as a recursion on vectors, with no random trajectories behind it. The state space is a finite set, $P_{ij}$ is the weight of a step from $i$ to $j$, and $A$ is the target set. The truncated mean hitting time $t_n(i)$ from state $i$ is defined by $t_0=0$ and

$$t_{n+1}(i)=\begin{cases}0, & i\in A,\\ 1+\sum_j P_{ij}\,t_n(j), & i\notin A.\end{cases}$$

For a stochastic $P$, with $T$ the first time at which the chain is in $A$, this is the mean of $\min(T,n)$. Time zero counts, so a start in $A$ gives $T=0$.

A different model would start from the probability law of the trajectories and define $T$ as a random variable that may be infinite. The recursion would then be a theorem, obtained by conditioning on the first step, and the limit of $t_n$ would be the mean of $T$ by monotone convergence. The price is the construction of the path measure, which needs rows that sum to one. The recursion needs only $P_{ij}\ge 0$ for the main bound.

## The bound and the first-step equation

A drift function is a vector $V\ge 0$ with

$$\sum_j P_{ij}V(j)\le V(i)-1\qquad (i\notin A).$$

It acts as a budget of steps: outside the target, each step lowers it by at least one on average. On $A$ only $V\ge 0$ is required. If $P$ has nonnegative entries and such a $V$ exists, then $t_n\le V$ for every $n$, and $t_n$ converges to a vector $h\le V$ with

$$h(i)=0\ \ (i\in A),\qquad h(i)=1+\sum_j P_{ij}h(j)\ \ (i\notin A).$$

Conversely, if $t_n$ converges from every state, a drift function exists.

## Capped trajectories and first-passage solvers

A simulation that stops each trajectory after $n$ steps, and records $n$ for those that have not arrived, estimates $t_n$ and not $h$. Since $t_n$ increases to $h$, the cap can only lower the mean. For a stochastic $P$ and $n\ge 1$, the probability that a trajectory is still unfinished at the cap is at most $V(i)/n$.

A code that solves the linear first-step equations can use the drift inequality as a check: if a proposed $V\ge 0$ passes it, which takes one matrix-vector product, $V$ is an upper bound. A vector that fails may still be an upper bound, since the inequality is sufficient and not necessary. The exact solution meets the inequality with equality, so rounding can make a computed solution fail; multiplying it by a factor slightly above one leaves room for small residuals. In molecular kinetics this applies to mean first-passage times in Markov state models, with finitely many states, a fixed transition matrix and time counted in lag steps. Rows are starting states, so a code that stores column-stochastic matrices must transpose.

## From survival probabilities to the limit

Define $S_n(i)$ by a second recursion; for a stochastic $P$ it is the probability of not having met $A$ up to and including step $n$. It is zero on $A$, and for $i\notin A$

$$S_0(i)=1,\qquad S_{n+1}(i)=\sum_j P_{ij}S_n(j).$$

**Survival sum.** The claim is $t_n=\sum_{k<n}S_k$. For $n=0$ both sides are zero, and on $A$ they always are. For $i\notin A$, the claim at $n$ gives

$$t_{n+1}(i)=1+\sum_j P_{ij}\sum_{k<n}S_k(j)=S_0(i)+\sum_{k<n}S_{k+1}(i)=\sum_{k<n+1}S_k(i).$$

Nonnegative weights keep every $S_n\ge 0$, hence $t_{n+1}-t_n=S_n\ge 0$.

**Upper bound.** First, $t_0=0\le V$. If $t_n\le V$, then $t_{n+1}=0\le V$ on $A$, and off $A$

$$t_{n+1}(i)=1+\sum_jP_{ij}t_n(j)\le 1+\sum_jP_{ij}V(j)\le V(i).$$

**Limit.** For each $i$ the sequence $t_n(i)$ is increasing and bounded by $V(i)$, so it converges to some $h(i)\le V(i)$. The sum over $j$ is finite, so the limit can be taken inside the recursion, which gives the equations for $h$.

**Converse.** If $t_n\to h$ everywhere, then $h\ge 0$ because every $t_n\ge 0$, and off $A$ the first-step equation reads $\sum_jP_{ij}h(j)=h(i)-1$. So $h$ is itself a drift function.

**Survival tail.** Now let the rows of $P$ sum to one. For $i\notin A$, $S_1(i)=\sum_{j\notin A}P_{ij}\le 1=S_0(i)$. If $S_{n+1}\le S_n$, multiplying by the nonnegative weights and summing gives $S_{n+2}\le S_{n+1}$; on $A$ all terms are zero. Survival therefore never increases, and

$$nS_n(i)\le\sum_{k<n}S_k(i)=t_n(i)\le V(i).$$

**Two-state escape.** Let state $0$ be absorbing, and let state $1$ jump to it with probability $p$ per step, $0<p\le 1$. With $A=\{0\}$ and $V=(0,1/p)$, the drift inequality at state $1$ is an equality: $(1-p)/p=1/p-1$. The limit satisfies $h(1)=1+(1-p)h(1)$, so $h(1)=1/p$, and the bound is attained in the limit.

## The Lean file

```lean
import Mathlib

open Filter Topology

namespace HittingTimeDrift

noncomputable section

variable {ι : Type*} [Fintype ι] [DecidableEq ι]

/-- A stochastic matrix: nonnegative transition probabilities, each row summing to one. -/
def IsStochastic (P : Matrix ι ι ℝ) : Prop :=
  (∀ i j, 0 ≤ P i j) ∧ ∀ i, ∑ j, P i j = 1

/-- A recursion over the number of steps `n`. For a stochastic `P` it gives the mean of the hitting
time of `A` capped at `n`, as a function of the starting state. -/
def truncatedTime (P : Matrix ι ι ℝ) (A : Finset ι) : ℕ → ι → ℝ
  | 0 => fun _ => 0
  | n + 1 => fun i => if i ∈ A then 0 else 1 + ∑ j, P i j * truncatedTime P A n j

/-- A recursion over the number of steps `n`. For a stochastic `P` it gives the probability that the
chain started at a given state has not met `A` up to and including step `n`. -/
def survival (P : Matrix ι ι ℝ) (A : Finset ι) : ℕ → ι → ℝ
  | 0 => fun i => if i ∈ A then 0 else 1
  | n + 1 => fun i => if i ∈ A then 0 else ∑ j, P i j * survival P A n j

/-- A drift function: nonnegative, and decreasing on average by at least one per step
outside `A`. -/
def IsDriftFunction (P : Matrix ι ι ℝ) (A : Finset ι) (V : ι → ℝ) : Prop :=
  (∀ i, 0 ≤ V i) ∧ ∀ i, i ∉ A → ∑ j, P i j * V j ≤ V i - 1

/-- The truncated mean hitting time is the sum of the survival probabilities over the
first `n` times. -/
theorem truncatedTime_eq_sum_survival (P : Matrix ι ι ℝ) (A : Finset ι) (n : ℕ) (i : ι) :
    truncatedTime P A n i = ∑ k ∈ Finset.range n, survival P A k i := by
  induction n generalizing i with
  | zero => simp [truncatedTime]
  | succ n ih =>
    rw [Finset.sum_range_succ']
    by_cases h : i ∈ A
    · simp [truncatedTime, survival, h]
    · -- condition on the first step and exchange the two sums
      simp only [truncatedTime, survival, h, if_false, ih, Finset.mul_sum]
      rw [Finset.sum_comm, add_comm]

/-- For nonnegative transition weights, the values of `survival` are nonnegative. -/
theorem survival_nonneg {P : Matrix ι ι ℝ} (hP : ∀ i j, 0 ≤ P i j) (A : Finset ι)
    (n : ℕ) (i : ι) : 0 ≤ survival P A n i := by
  induction n generalizing i with
  | zero =>
    simp only [survival]
    split_ifs <;> norm_num
  | succ n ih =>
    simp only [survival]
    split_ifs
    · exact le_rfl
    · exact Finset.sum_nonneg fun j _ => mul_nonneg (hP i j) (ih j)

/-- For nonnegative transition weights, the truncated mean hitting time never exceeds a drift
function. -/
theorem truncatedTime_le {P : Matrix ι ι ℝ} (hP : ∀ i j, 0 ≤ P i j) {A : Finset ι}
    {V : ι → ℝ} (hV : IsDriftFunction P A V) (n : ℕ) (i : ι) :
    truncatedTime P A n i ≤ V i := by
  induction n generalizing i with
  | zero => exact hV.1 i
  | succ n ih =>
    simp only [truncatedTime]
    split_ifs with h
    · exact hV.1 i
    · have h1 : ∑ j, P i j * truncatedTime P A n j ≤ ∑ j, P i j * V j :=
        Finset.sum_le_sum fun j _ => mul_le_mul_of_nonneg_left (ih j) (hP i j)
      linarith [hV.2 i h]

/-- If the truncated mean hitting times converge, the limit vanishes on `A` and satisfies
the first-step equation outside `A`. -/
theorem limit_equation {P : Matrix ι ι ℝ} {A : Finset ι} {h : ι → ℝ}
    (hl : ∀ i, Tendsto (fun n => truncatedTime P A n i) atTop (𝓝 (h i))) :
    (∀ i, i ∈ A → h i = 0) ∧ ∀ i, i ∉ A → h i = 1 + ∑ j, P i j * h j := by
  have hs : ∀ i, Tendsto (fun n => truncatedTime P A (n + 1) i) atTop (𝓝 (h i)) :=
    fun i => (hl i).comp (tendsto_add_atTop_nat 1)
  constructor
  · intro i hi
    have h1 := hs i
    simp only [truncatedTime, hi, if_true] at h1
    exact tendsto_nhds_unique h1 tendsto_const_nhds
  · intro i hi
    have h1 := hs i
    simp only [truncatedTime, hi, if_false] at h1
    -- the sum over states is finite, so the limit passes through it
    have h2 : Tendsto (fun n => ∑ j, P i j * truncatedTime P A n j) atTop
        (𝓝 (∑ j, P i j * h j)) :=
      tendsto_finsetSum _ fun j _ => (hl j).const_mul (P i j)
    exact tendsto_nhds_unique h1 (h2.const_add 1)

/-- Drift criterion: for nonnegative transition weights and a drift function `V`, the truncated
mean hitting times stay below `V` and converge to a solution of the first-step equations that
is also below `V`. -/
theorem drift_criterion {P : Matrix ι ι ℝ} (hP : ∀ i j, 0 ≤ P i j) {A : Finset ι}
    {V : ι → ℝ} (hV : IsDriftFunction P A V) :
    (∀ n i, truncatedTime P A n i ≤ V i) ∧
    ∃ h : ι → ℝ, (∀ i, Tendsto (fun n => truncatedTime P A n i) atTop (𝓝 (h i))) ∧
      (∀ i, h i ≤ V i) ∧ (∀ i, i ∈ A → h i = 0) ∧
      ∀ i, i ∉ A → h i = 1 + ∑ j, P i j * h j := by
  have hb := truncatedTime_le hP hV
  -- each further step adds a nonnegative survival probability
  have hm : ∀ i, Monotone fun n => truncatedTime P A n i := by
    intro i
    refine monotone_nat_of_le_succ fun n => ?_
    simp only [truncatedTime_eq_sum_survival]
    rw [Finset.sum_range_succ]
    linarith [survival_nonneg hP A n i]
  have hl : ∀ i, Tendsto (fun n => truncatedTime P A n i) atTop
      (𝓝 (⨆ n, truncatedTime P A n i)) := fun i =>
    tendsto_atTop_ciSup (hm i) ⟨V i, by rintro _ ⟨n, rfl⟩; exact hb n i⟩
  exact ⟨hb, fun i => ⨆ n, truncatedTime P A n i, hl,
    fun i => le_of_tendsto' (hl i) fun n => hb n i, limit_equation hl⟩

/-- For nonnegative transition weights, a drift function exists exactly when the truncated mean
hitting times converge from every starting state. -/
theorem exists_drift_iff_converges {P : Matrix ι ι ℝ} (hP : ∀ i j, 0 ≤ P i j)
    (A : Finset ι) :
    (∃ V, IsDriftFunction P A V) ↔
      ∃ h : ι → ℝ, ∀ i, Tendsto (fun n => truncatedTime P A n i) atTop (𝓝 (h i)) := by
  constructor
  · rintro ⟨V, hV⟩
    obtain ⟨-, h, hl, -⟩ := drift_criterion hP hV
    exact ⟨h, hl⟩
  · rintro ⟨h, hl⟩
    -- the limit itself serves as the drift function
    refine ⟨h, fun i => ge_of_tendsto' (hl i) fun n => ?_, fun i hi => ?_⟩
    · rw [truncatedTime_eq_sum_survival]
      exact Finset.sum_nonneg fun k _ => survival_nonneg hP A k i
    · linarith [(limit_equation hl).2 i hi]

/-- For a stochastic matrix the survival probability does not increase with time. -/
theorem survival_antitone {P : Matrix ι ι ℝ} (hP : IsStochastic P) (A : Finset ι) (i : ι) :
    Antitone fun n => survival P A n i := by
  refine antitone_nat_of_succ_le fun n => ?_
  induction n generalizing i with
  | zero =>
    simp only [survival]
    split_ifs with h
    · exact le_rfl
    · have h1 : ∑ j, P i j * (if j ∈ A then (0 : ℝ) else 1) ≤ ∑ j, P i j := by
        refine Finset.sum_le_sum fun j _ => mul_le_of_le_one_right (hP.1 i j) ?_
        split_ifs <;> norm_num
      exact h1.trans (hP.2 i).le
  | succ n ih =>
    have e : ∀ m, survival P A (m + 1) i =
        if i ∈ A then 0 else ∑ j, P i j * survival P A m j := fun _ => rfl
    rw [e (n + 1), e n]
    split_ifs with h
    · exact le_rfl
    · exact Finset.sum_le_sum fun j _ => mul_le_mul_of_nonneg_left (ih j) (hP.1 i j)

/-- For a stochastic matrix with drift function `V`, the probability of not having met `A`
up to step `n`, multiplied by `n`, is at most `V`. -/
theorem survival_tail_bound {P : Matrix ι ι ℝ} (hP : IsStochastic P) {A : Finset ι}
    {V : ι → ℝ} (hV : IsDriftFunction P A V) (n : ℕ) (i : ι) :
    n * survival P A n i ≤ V i := by
  have h1 : ∑ _k ∈ Finset.range n, survival P A n i ≤
      ∑ k ∈ Finset.range n, survival P A k i :=
    Finset.sum_le_sum fun k hk => survival_antitone hP A i (Finset.mem_range.mp hk).le
  rw [← truncatedTime_eq_sum_survival, Finset.sum_const, Finset.card_range,
    nsmul_eq_mul] at h1
  exact h1.trans (truncatedTime_le hP.1 hV n i)

/-- Two-state escape: state `1` jumps to the absorbing state `0` with probability `p`
per step. -/
def escapeChain (p : ℝ) : Matrix (Fin 2) (Fin 2) ℝ := !![1, 0; p, 1 - p]

/-- For `0 < p ≤ 1`, the escape chain is stochastic with drift function `(0, 1/p)`, and its
truncated mean hitting time of state `0` from state `1` converges to `1/p`. -/
theorem escapeChain_witness {p : ℝ} (hp : 0 < p) (hp1 : p ≤ 1) :
    IsStochastic (escapeChain p) ∧ IsDriftFunction (escapeChain p) {0} ![0, 1 / p] ∧
    Tendsto (fun n => truncatedTime (escapeChain p) {0} n 1) atTop (𝓝 (1 / p)) := by
  have hS : IsStochastic (escapeChain p) := by
    constructor
    · intro i j
      fin_cases i <;> fin_cases j <;> simp [escapeChain] <;> linarith
    · intro i
      fin_cases i <;> simp [escapeChain, Fin.sum_univ_two]
  have hD : IsDriftFunction (escapeChain p) {0} ![0, 1 / p] := by
    constructor
    · rw [Fin.forall_fin_two]
      exact ⟨le_refl (0 : ℝ), (one_div_pos.mpr hp).le⟩
    · rw [Fin.forall_fin_two]
      refine ⟨fun h => absurd (Finset.mem_singleton_self 0) h, fun _ => ?_⟩
      have e : p * (1 / p) = 1 := mul_one_div_cancel hp.ne'
      have h1 : p * 0 + (1 - p) * (1 / p) ≤ 1 / p - 1 := by
        apply le_of_eq
        linear_combination -e
      rw [Fin.sum_univ_two]
      exact h1
  refine ⟨hS, hD, ?_⟩
  obtain ⟨-, h, hl, -, hA, hE⟩ := drift_criterion hS.1 hD
  -- the first-step equation fixes the limit
  have e := hE 1 (by simp)
  rw [Fin.sum_univ_two, hA 0 (by simp)] at e
  have e' : h 1 = 1 + (p * 0 + (1 - p) * h 1) := e
  have h1 : h 1 = 1 / p := by
    rw [eq_div_iff hp.ne']
    linear_combination e'
  rw [← h1]
  exact hl 1

end

end HittingTimeDrift
```

```lean
#print axioms HittingTimeDrift.exists_drift_iff_converges
-- 'HittingTimeDrift.exists_drift_iff_converges' depends on axioms: [propext, Classical.choice, Quot.sound]
#print axioms HittingTimeDrift.survival_tail_bound
-- 'HittingTimeDrift.survival_tail_bound' depends on axioms: [propext, Classical.choice, Quot.sound]
```

## How the checked statements match the derivation

The finite type `ι` is the state space, and the `Finset` called `A` is the target. `truncatedTime P A n i` is $t_n(i)$, `survival P A n i` is $S_n(i)$, and `IsDriftFunction P A V` packs the two conditions on $V$. Convergence is written with `Tendsto` along `atTop`, separately for each starting state.

`truncatedTime_eq_sum_survival` is the survival sum. Its induction is `generalizing i`, because the recursion at $i$ calls the values at all states. `Finset.sum_range_succ'` splits off the term $k=0$, and `Finset.sum_comm` exchanges the sums over states and times. `survival_nonneg` supplies the sign of the increments.

`truncatedTime_le` is the upper bound: `split_ifs` separates target from non-target states, `Finset.sum_le_sum` compares the weighted sums, and `linarith` applies the drift inequality. `limit_equation` compares two limits of the shifted sequence $t_{n+1}$, which must agree by `tendsto_nhds_unique`.

`drift_criterion` joins these parts. It takes $h$ as the supremum over $n$, and `tendsto_atTop_ciSup` is the convergence of a bounded increasing sequence. `exists_drift_iff_converges` adds the converse by offering $h$ as the drift function.

`survival_antitone` and `survival_tail_bound` are the only general results that assume `IsStochastic`. `escapeChain_witness` verifies both sets of hypotheses for the two-state chain, then solves the first-step equation for `h 1`.

## What is left to the user of the bound

The drift function is a hypothesis, and finding one for a given chain is a separate task. It may not exist: if some state outside $A$ can never reach $A$ in a stochastic chain, $t_n=n$ there and the sequence diverges.

The theorems concern the recursions in exact real arithmetic; their reading as averages over random trajectories rests on the usual first-step argument. Rounding and sampling errors are not treated, nor are infinite state spaces, continuous time or transition matrices that change with time. If the row sums of $P$ are not one, the main bound still holds, but $S_n$ need not be a probability.

The tail bound controls the probability that a trajectory is unfinished. By itself it does not bound the truncation error $h-t_n$. A further induction on the recursion, which is not in the Lean file, gives $h(i)-t_n(i)\le S_n(i)\max_jV(j)$. For a stochastic $P$ and $n\ge 1$ this is at most $V(i)\max_jV(j)/n$. The factor $1/n$ is not the true rate: in a finite chain with a drift function, the survival probability decays at least geometrically, and so does the truncation error.
